# The multi-Weyl field in spherical coordinates: transverse amplitude α(R sin θ)ⁿ at angle nφ

The multi-Weyl field has transverse part α(k_x + i k_y)ⁿ, read as two real components, and axial component v k_z. The theorem `weylField_sphere` states that at the momentum with spherical coordinates R, θ, φ this field is (α(R sin θ)ⁿ cos nφ, α(R sin θ)ⁿ sin nφ, v R cos θ). Here α, v, R and the angles are any real numbers, n is any natural number, and the field is not normalised. The proof writes k_x + i k_y in polar form by means of a helper statement `e`, and then takes the n-th power with de Moivre's formula.

An attempt in Lean 4 with a fault in it:

```lean
import Mathlib

open Matrix Real

namespace WeylFieldSphere

noncomputable section

/-- An axial field: its transverse part has amplitude `ρ θ` and angle `n φ`, and its
component along the axis is `z θ`. -/
def axial (n : ℕ) (ρ z : ℝ → ℝ) (θ φ : ℝ) : Fin 3 → ℝ :=
  ![ρ θ * cos (n * φ), ρ θ * sin (n * φ), z θ]

/-- The multi-Weyl field `d(k)`: the transverse part is `α (kx + i ky)^n`, the
component along the axis is `v kz`. -/
def weylField (α v : ℝ) (n : ℕ) (k : Fin 3 → ℝ) : Fin 3 → ℝ :=
  ![α * ((⟨k 0, k 1⟩ : ℂ) ^ n).re, α * ((⟨k 0, k 1⟩ : ℂ) ^ n).im, v * k 2]

/-- The momentum with spherical coordinates `R`, `θ`, `φ`. -/
def spherePoint (R θ φ : ℝ) : Fin 3 → ℝ :=
  ![R * sin θ * cos φ, R * sin θ * sin φ, R * cos θ]

/-- On a sphere around the origin the multi-Weyl field is axial with winding `n`. -/
theorem weylField_sphere (α v R : ℝ) (n : ℕ) (θ φ : ℝ) :
    weylField α v n (spherePoint R θ φ) =
      axial n (fun t => α * (R * sin t) ^ n) (fun t => v * (R * cos t)) θ φ := by
  have e : ∀ r x : ℝ, (⟨r * cos x, r * sin x⟩ : ℂ) =
      (r : ℂ) * (Complex.cos x + Complex.sin x * Complex.I) := by
    intro r x
    rw [← Complex.ofReal_cos, ← Complex.ofReal_sin]
    apply Complex.ext <;> simp
  -- de Moivre's formula
  have h : (⟨R * sin θ * cos φ, R * sin θ * sin φ⟩ : ℂ) ^ n =
      ⟨(R * sin θ) ^ n * cos (n * φ), (R * sin θ) ^ n * sin (n * φ)⟩ := by
    rw [e (R * sin θ) φ, e ((R * sin θ) ^ n) (n * φ), Complex.ofReal_pow,
      mul_pow ((R * sin θ : ℝ) : ℂ), Complex.cos_add_sin_mul_I_pow n (φ : ℂ)]
    simp only [Complex.ofReal_mul, Complex.ofReal_natCast]
  simp only [weylField, spherePoint, axial, Matrix.cons_val]
  rw [h]
  simp only [mul_assoc]

end

end WeylFieldSphere
```

Lean reports:

```
Main.lean:28:63: error: unsolved goals
case a
α v R : ℝ
n : ℕ
θ φ r x : ℝ
⊢ cos x = (Complex.cos ↑x).re ∨ r = 0

case a
α v R : ℝ
n : ℕ
θ φ r x : ℝ
⊢ sin x = (Complex.sin ↑x).re ∨ r = 0
```

The mended proof, as a diff:

```diff
@@ -30,4 +30,6 @@
     rw [← Complex.ofReal_cos, ← Complex.ofReal_sin]
     apply Complex.ext <;> simp
+    · exact Or.inl (by rw [← Complex.ofReal_cos, Complex.ofReal_re])
+    · exact Or.inl (by rw [← Complex.ofReal_sin, Complex.ofReal_re])
   -- de Moivre's formula
   have h : (⟨R * sin θ * cos φ, R * sin θ * sin φ⟩ : ℂ) ^ n =
```

Diagnosis. Both unsolved goals belong to the helper `e`, one from the real part and one from the imaginary part. The `rw` had turned `Complex.cos ↑x` and `Complex.sin ↑x` into casts of the real cosine and sine, whose real parts are immediate. But `Complex.ofReal_cos` and `Complex.ofReal_sin` are simp lemmas in the opposite direction, so `simp` undid that step and was left with `(Complex.cos ↑x).re` and `(Complex.sin ↑x).re`, which it did not reduce further. It also cancelled the common factor `r`, which is why each goal is a disjunction with `r = 0`.

The repair adds one line for each goal. `Or.inl` chooses the equation, which holds for every `r`. The `rw` then restores the cast and removes it with `Complex.ofReal_re`, so that both sides are the same and the goal closes. No `simp` follows to undo the rewrite this time.
